# The density commutator has trace −q over a Fermi sea whose edge is at least q levels from both cutoffs

If the density operators of a single branch of one-dimensional fermions, such as the right-movers, are taken to commute, as a relabelling of momenta suggests, the boson algebra of the density modes is lost. In a band of \(N\) momenta with the lowest \(m\) filled, the commutator of the one-body operator that raises the momentum by \(q\) with its adjoint has trace \(-q\) over the filled levels when \(q\le m\le N-q\), although its full trace is zero.

```lean
import Mathlib

open Matrix

namespace AnomalousCommutator

noncomputable section

/-- The one-body density operator that raises the momentum by `q` in a band of `N` momenta;
states pushed beyond the upper cutoff are dropped. -/
def shift (N q : ℕ) : Matrix (Fin N) (Fin N) ℝ :=
  Matrix.of fun i j => if (i : ℕ) = (j : ℕ) + q then 1 else 0

/-- The projector on the momenta below `m`, the occupied levels of the Fermi sea. -/
def occupied (N m : ℕ) : Matrix (Fin N) (Fin N) ℝ :=
  Matrix.diagonal fun i => if (i : ℕ) < m then 1 else 0

/-- The trace of a commutator weighted with `P` is a difference of two traces with `1 - P` between
the factors. If `P` is a projector, these contain only transitions between the subspace it selects
and the complement. -/
theorem trace_commutator_eq_particle_hole {N : ℕ} (P A B : Matrix (Fin N) (Fin N) ℝ) :
    Matrix.trace (P * (A * B - B * A)) =
      Matrix.trace (P * A * (1 - P) * B) - Matrix.trace (P * B * (1 - P) * A) := by
  -- the terms with `P` in both places agree by cyclicity
  have h : Matrix.trace (P * A * P * B) = Matrix.trace (P * B * P * A) := by
    rw [mul_assoc (P * A) P B, Matrix.trace_mul_comm, ← mul_assoc]
  have e : P * (A * B - B * A) =
      P * A * (1 - P) * B - P * B * (1 - P) * A + (P * A * P * B - P * B * P * A) := by
    noncomm_ring
  rw [e, Matrix.trace_add, Matrix.trace_sub, Matrix.trace_sub]
  linear_combination h

/-- Lowering and then raising by `q` returns a momentum state to itself exactly when its
momentum is at least `q`. -/
theorem shift_mul_transpose_diag (N q : ℕ) (i : Fin N) :
    (shift N q * (shift N q)ᵀ) i i = if q ≤ (i : ℕ) then 1 else 0 := by
  have hi := i.isLt
  simp only [Matrix.mul_apply, Matrix.transpose_apply, shift, Matrix.of_apply]
  by_cases h : q ≤ (i : ℕ)
  · rw [if_pos h, Finset.sum_eq_single (⟨(i : ℕ) - q, by omega⟩ : Fin N)]
    · simp [Nat.sub_add_cancel h]
    · intro k _ hk
      have hne : ¬ (i : ℕ) = (k : ℕ) + q := fun e =>
        hk (Fin.ext (by show (k : ℕ) = (i : ℕ) - q; omega))
      rw [if_neg hne, zero_mul]
    · intro hn
      exact absurd (Finset.mem_univ _) hn
  · rw [if_neg h]
    refine Finset.sum_eq_zero fun k _ => ?_
    have hne : ¬ (i : ℕ) = (k : ℕ) + q := by omega
    rw [if_neg hne, zero_mul]

/-- Raising and then lowering by `q` returns a momentum state to itself exactly when the
raised momentum stays below the upper cutoff. -/
theorem transpose_mul_shift_diag (N q : ℕ) (i : Fin N) :
    ((shift N q)ᵀ * shift N q) i i = if (i : ℕ) + q < N then 1 else 0 := by
  simp only [Matrix.mul_apply, Matrix.transpose_apply, shift, Matrix.of_apply]
  by_cases h : (i : ℕ) + q < N
  · rw [if_pos h, Finset.sum_eq_single (⟨(i : ℕ) + q, h⟩ : Fin N)]
    · simp
    · intro k _ hk
      have hne : ¬ (k : ℕ) = (i : ℕ) + q := fun e => hk (Fin.ext e)
      rw [if_neg hne, zero_mul]
    · intro hn
      exact absurd (Finset.mem_univ _) hn
  · rw [if_neg h]
    refine Finset.sum_eq_zero fun k _ => ?_
    have hk := k.isLt
    have hne : ¬ (k : ℕ) = (i : ℕ) + q := by omega
    rw [if_neg hne, zero_mul]

/-- The trace with the Fermi-sea projector sums the diagonal entries of the occupied levels. -/
theorem trace_occupied_mul (N m : ℕ) (M : Matrix (Fin N) (Fin N) ℝ) :
    Matrix.trace (occupied N m * M) =
      ∑ i : Fin N, (if (i : ℕ) < m then 1 else 0) * M i i := by
  simp only [Matrix.trace, Matrix.diag_apply, occupied, Matrix.diagonal_mul]

/-- A window of momenta from `a` up to but excluding `b`, with `b ≤ N`, holds `b - a` levels
(none if `b ≤ a`). -/
theorem count_levels (N a b : ℕ) (hb : b ≤ N) :
    ∑ i : Fin N, (if a ≤ (i : ℕ) ∧ (i : ℕ) < b then (1 : ℝ) else 0) = ((b - a : ℕ) : ℝ) := by
  refine (Fin.sum_univ_eq_sum_range
    (fun i : ℕ => if a ≤ i ∧ i < b then (1 : ℝ) else 0) N).trans ?_
  have h : (Finset.range N).filter (fun i => a ≤ i ∧ i < b) = Finset.Ico a b := by
    ext i
    simp only [Finset.mem_filter, Finset.mem_range, Finset.mem_Ico]
    omega
  rw [Finset.sum_boole, h, Nat.card_Ico]

/-- For `m ≤ N` occupied levels, the projected trace of the density commutator is minus the
smallest of `q`, `m`, `N - m` and `N - q`, where a negative difference counts as zero. -/
theorem projected_trace (N m q : ℕ) (hm : m ≤ N) :
    Matrix.trace (occupied N m * (shift N q * (shift N q)ᵀ - (shift N q)ᵀ * shift N q)) =
      -((min (min q m) (min (N - m) (N - q)) : ℕ) : ℝ) := by
  -- occupied levels that can be lowered
  have h1 : Matrix.trace (occupied N m * (shift N q * (shift N q)ᵀ)) = ((m - q : ℕ) : ℝ) := by
    rw [trace_occupied_mul, ← count_levels N q m hm]
    refine Finset.sum_congr rfl fun i _ => ?_
    rw [shift_mul_transpose_diag]
    by_cases a : (i : ℕ) < m <;> by_cases b : q ≤ (i : ℕ) <;> simp [a, b]
  -- occupied levels that can be raised
  have h2 : Matrix.trace (occupied N m * ((shift N q)ᵀ * shift N q)) =
      ((min m (N - q) - 0 : ℕ) : ℝ) := by
    rw [trace_occupied_mul, ← count_levels N 0 (min m (N - q)) (by omega)]
    refine Finset.sum_congr rfl fun i _ => ?_
    have e : (0 ≤ (i : ℕ) ∧ (i : ℕ) < min m (N - q)) ↔
        ((i : ℕ) < m ∧ (i : ℕ) + q < N) := by omega
    rw [transpose_mul_shift_diag]
    simp only [e]
    by_cases a : (i : ℕ) < m <;> by_cases b : (i : ℕ) + q < N <;> simp [a, b]
  have h3 : (m - q) + min (min q m) (min (N - m) (N - q)) = min m (N - q) - 0 := by omega
  have h4 : ((m - q : ℕ) : ℝ) + ((min (min q m) (min (N - m) (N - q)) : ℕ) : ℝ) =
      ((min m (N - q) - 0 : ℕ) : ℝ) := by
    rw [← Nat.cast_add, h3]
  rw [mul_sub, Matrix.trace_sub, h1, h2]
  linear_combination h4

/-- For `m ≤ N`, the projected trace equals `-q` exactly when the Fermi level is at least `q`
away from both cutoffs. -/
theorem projected_trace_eq_neg_iff (N m q : ℕ) (hm : m ≤ N) :
    Matrix.trace (occupied N m * (shift N q * (shift N q)ᵀ - (shift N q)ᵀ * shift N q)) =
      -(q : ℝ) ↔ q ≤ m ∧ m + q ≤ N := by
  rw [projected_trace N m q hm, neg_inj, Nat.cast_inj]
  omega

/-- Anomalous commutator: if the Fermi level `m` is at least `q` away from both cutoffs, the
density commutator has trace `-q` over the Fermi sea, although its full trace is zero. -/
theorem anomalous_commutator (N m q : ℕ) (hq : q ≤ m) (hm : m + q ≤ N) :
    Matrix.trace (occupied N m * (shift N q * (shift N q)ᵀ - (shift N q)ᵀ * shift N q)) =
        -(q : ℝ) ∧
      Matrix.trace (shift N q * (shift N q)ᵀ - (shift N q)ᵀ * shift N q) = 0 := by
  refine ⟨(projected_trace_eq_neg_iff N m q (by omega)).2 ⟨hq, hm⟩, ?_⟩
  rw [Matrix.trace_sub, Matrix.trace_mul_comm, sub_self]

/-- For two different momentum transfers the commutator has zero trace over the Fermi sea. -/
theorem projected_trace_of_ne (N m q q' : ℕ) (hne : q ≠ q') :
    Matrix.trace (occupied N m *
      (shift N q * (shift N q')ᵀ - (shift N q')ᵀ * shift N q)) = 0 := by
  rw [trace_occupied_mul]
  refine Finset.sum_eq_zero fun i _ => ?_
  -- two different shifts never connect the same pair of momenta
  have h (a b : Fin N) : shift N q a b * shift N q' a b = 0 := by
    simp only [shift, Matrix.of_apply]
    by_cases e : (a : ℕ) = (b : ℕ) + q
    · have e' : ¬ (a : ℕ) = (b : ℕ) + q' := by omega
      rw [if_neg e', mul_zero]
    · rw [if_neg e, zero_mul]
  have h1 : (shift N q * (shift N q')ᵀ) i i = 0 := by
    rw [Matrix.mul_apply]
    exact Finset.sum_eq_zero fun k _ => h i k
  have h2 : ((shift N q')ᵀ * shift N q) i i = 0 := by
    rw [Matrix.mul_apply]
    exact Finset.sum_eq_zero fun k _ => (mul_comm _ _).trans (h k i)
  rw [Matrix.sub_apply, h1, h2, sub_self, mul_zero]

end

end AnomalousCommutator
```

```lean
#print axioms AnomalousCommutator.trace_commutator_eq_particle_hole
#print axioms AnomalousCommutator.anomalous_commutator
#print axioms AnomalousCommutator.projected_trace_of_ne
```

```
'AnomalousCommutator.trace_commutator_eq_particle_hole' depends on axioms: [propext, Classical.choice, Quot.sound]
'AnomalousCommutator.anomalous_commutator' depends on axioms: [propext, Classical.choice, Quot.sound]
'AnomalousCommutator.projected_trace_of_ne' depends on axioms: [propext, Classical.choice, Quot.sound]
```

## Two infinite sums that seem to cancel

Consider one branch of fermions with integer momentum labels \(k\), creation operators \(c_k^\dagger\) and occupation numbers \(n_k=c_k^\dagger c_k\). The density operator \(\rho_q=\sum_k c_{k+q}^\dagger c_k\) raises the momentum by \(q\), and its adjoint lowers it. Formally,

\[
[\rho_q,\rho_q^\dagger]=\sum_k\,(n_{k+q}-n_k).
\]

Shifting the label in the first term seems to give zero. If the sea is filled down to \(k=-\infty\), however, this subtracts one infinite sum from another. Taken term by term, the difference is \(-1\) for the \(q\) momenta just below the Fermi level and zero elsewhere, so the expectation value is \(-q\).

A finite band removes the ambiguity. Let the momenta be \(0,\dots,N-1\), let \(A_{ij}=1\) if \(i=j+q\) and \(0\) otherwise, and let \(P\) project on the levels \(i<m\). For one-body matrices \(A\) and \(B\), the operators \(\hat A=\sum_{ij}A_{ij}c_i^\dagger c_j\) and \(\hat B\), defined likewise, satisfy

\[
[\hat A,\hat B]=\sum_{ij}[A,B]_{ij}\,c_i^\dagger c_j .
\]

In the filled sea \(\langle c_i^\dagger c_j\rangle=P_{ji}\), hence \(\langle[\hat A,\hat B]\rangle=\operatorname{Tr}(P[A,B])\). This passage from Fock space to one-body matrices is the step that the Lean model leaves to the reader.

## Counting the levels that can move

The diagonal entries of the two products are

\[
(AA^T)_{ii}=\sum_k A_{ik}^2,\qquad (A^TA)_{ii}=\sum_k A_{ki}^2 .
\]

The first sum contains a nonzero term only if \(k=i-q\) is a level, so it is \(1\) for \(i\ge q\) and \(0\) otherwise. The second needs \(k=i+q\) to be a level, so it is \(1\) for \(i+q<N\) and \(0\) otherwise.

Multiplication by \(P\) restricts the trace to \(i<m\). For \(q\le m\le N-q\), the first product leaves the levels \(q\le i<m\), which number \(m-q\). In the second, every \(i<m\) satisfies \(i+q<N\), so all \(m\) levels count. Therefore

\[
\operatorname{Tr}\bigl(P(AA^T-A^TA)\bigr)=(m-q)-m=-q .
\]

Without \(P\), cyclicity gives \(\operatorname{Tr}(AA^T)=\operatorname{Tr}(A^TA)\), and the full trace vanishes. The diagonal shows where the compensation sits: the commutator has \(-1\) on the lowest \(q\) levels and \(+1\) on the highest \(q\). The sea contains the first group and none of the second.

For any \(m\le N\), with \((x)_+=\max(x,0)\), the same count gives

\[
(m-q)_+-\min\bigl(m,(N-q)_+\bigr)
=-\min\bigl(q,\,m,\,N-m,\,(N-q)_+\bigr).
\]

To check this, take \(q\le m\) first. Then the left side is \(-\min(q,N-m)\), and the other two entries on the right are no smaller than these. If \(q>m\), the left side is \(-\min(m,(N-q)_+)\), and again the remaining entries don't lower the minimum.

The value is \(-q\) exactly when \(q\le m\) and \(q\le N-m\). These two conditions add up to \(2q\le N\), so the entry \(N-q\) imposes nothing further.

## The same number as particle–hole pairs

For arbitrary square matrices \(P,A,B\), inserting \(1=P+(1-P)\) between \(A\) and \(B\) gives

\[
\operatorname{Tr}(PAB)=\operatorname{Tr}(PAPB)+\operatorname{Tr}(PA(1-P)B),
\]

and likewise with \(A\) and \(B\) exchanged. Cyclicity makes \(\operatorname{Tr}(PAPB)=\operatorname{Tr}(PBPA)\), so only the terms containing \(1-P\) remain:

\[
\operatorname{Tr}(P[A,B])=\operatorname{Tr}(PA(1-P)B)-\operatorname{Tr}(PB(1-P)A).
\]

When \(P\) is the Fermi-sea projector, these terms describe transitions between filled and empty levels. With \(A\) the shift and \(B=A^T\), the first term would need an empty level to be raised into the sea, which is impossible. The second counts the filled levels that can be raised to empty ones. Under the condition on \(m\) there are \(q\) of them, just below the Fermi level. The commutator thus acts at the cutoffs, while its expectation value can be read off at the Fermi level.

## What the Lean statements fix

`shift N q` is \(A\) and `occupied N m` is \(P\), both real matrices indexed by `Fin N`, whose elements are the labels \(0,\dots,N-1\). Since the entries are real, the transpose `ᵀ` is the adjoint. The label \(0\) means the lowest momentum kept, not zero physical momentum. On a ring of length \(L\), a transfer of \(q\) labels is a momentum \(2\pi q/L\) in units with \(\hbar=1\).

The shift isn't cyclic: a state pushed past the upper cutoff is dropped. A cyclic shift would be a permutation matrix, which commutes with its transpose, and the effect would be absent. The sign also depends on the convention that \(A\) raises the momentum; if \(\rho_q\) is defined to lower it, the value is \(+q\).

In `anomalous_commutator`, the hypotheses `hq : q ≤ m` and `hm : m + q ≤ N` say that the Fermi level lies at least \(q\) levels from each cutoff. Its conclusion joins the projected trace \(-q\) with the zero full trace. The case \(q=0\) is included and gives zero for both.

`projected_trace` gives the general value for `m ≤ N`. Its subtractions are between natural numbers, so `N - q` means \((N-q)_+\). `projected_trace_eq_neg_iff` states that, for `m ≤ N`, the value is \(-q\) exactly when the two distance conditions hold.

`projected_trace_of_ne` treats two different transfers and finds a projected trace of zero for every \(m\). This concerns the trace only; the commutator matrix itself can have nonzero off-diagonal entries.

These values are the Fermi-sea averages behind the boson commutation relations of bosonization, here for a single non-interacting branch with finitely many levels. Since \(-q\) doesn't depend on \(N\) or \(m\) within the allowed range, it stays the same as both cutoffs recede from the Fermi level. A branch of left-movers, filled from above, gives \(+q\), so the two contributions cancel in the commutator of the full density.

## From diagonal entries to integer arithmetic

`trace_commutator_eq_particle_hole` follows the insertion of \(P+(1-P)\): `noncomm_ring` checks the matrix identity, and `Matrix.trace_mul_comm` supplies the cyclicity that cancels the terms with \(P\) in both places. It needs no assumption that \(P\) is a projector. The later theorems take the counting route and don't use it.

`shift_mul_transpose_diag` and `transpose_mul_shift_diag` compute the two diagonals. When the required partner level exists, `Finset.sum_eq_single` isolates its term in the sum over \(k\); otherwise every term is zero. `trace_occupied_mul` then writes the projected trace as a sum over filled levels, and `count_levels` evaluates such a sum by identifying the window \(a\le i<b\) with an integer interval of \(b-a\) elements.

In `projected_trace`, the step `h1` counts the filled levels that can be lowered and `h2` those that can be raised. The identity between the two counts and the fourfold minimum is `h3`, where `omega` performs the case distinction made above. `h4` carries it over to real numbers, and `linear_combination` takes the difference.

The equivalence reduces to the claim that the minimum equals \(q\) exactly under the two distance conditions, which `omega` proves. `anomalous_commutator` uses one direction of it and obtains the full trace from cyclicity.

For different transfers \(q\) and \(q'\), the local fact `h` says that \(a=b+q\) and \(a=b+q'\) can't both hold. Every term in the diagonal entries of both products therefore vanishes, and so does the projected trace.
